# The state occupation of a stationary two-state Markov chain with switching probabilities p, q in (0,1) has statistical inefficiency (2 − p − q)/(p + q)

## How correlated are the frames of a two-state switch?

Take a system with two states, 0 and 1, observed at regular steps. In one step it switches from 0 to 1 with probability $p$ and from 1 to 0 with probability $q$, where both lie strictly between 0 and 1, and it has no other memory. The occupation indicator of a state is 1 when the system is in that state and 0 otherwise. I write $C(t)$ for the stationary covariance of this indicator with itself $t$ steps later, $\rho(t)=C(t)/C(0)$ for the correlation, and $g=1+2\sum_{t\ge 1}\rho(t)$ for the statistical inefficiency.

I believe that, for either state,

$$C(t)=\frac{pq\,(1-p-q)^t}{(p+q)^2},\qquad g=\frac{2-p-q}{p+q}.$$

I would use this as a reference value when I estimate populations from correlated frames. Can it be derived rigorously, convergence of the infinite sum included, and checked in Lean?

## Geometric decay with ratio 1 − p − q

Yes. Write $s=p+q$ and $\lambda=1-p-q=1-s$. Probability distributions are row vectors, so one step of the dynamics multiplies them on the right by

$$P=\begin{pmatrix}1-p&p\\ q&1-q\end{pmatrix}.$$

**Stationary law.** Let $\pi=(\pi_0,\pi_1)$ satisfy $\pi P=\pi$ and $\pi_0+\pi_1=1$. The first component of $\pi P=\pi$ reads $\pi_0(1-p)+\pi_1q=\pi_0$, so $p\,\pi_0=q\,\pi_1$: the probability flows between the states balance. Inserting $\pi_1=1-\pi_0$ gives $\pi_0=q/s$ and $\pi_1=p/s$. Conversely, these values satisfy both conditions.

**Transitions over $t$ steps.** The claim is

$$P^t=\frac1s\begin{pmatrix}q+p\lambda^t&p(1-\lambda^t)\\ q(1-\lambda^t)&p+q\lambda^t\end{pmatrix}.$$

At $t=0$ the right side is the identity matrix, since $\lambda^0=1$. Suppose the formula holds at $t$, and multiply by $P$ on the right. The first column becomes

$$(P^{t+1})_{00}=\frac{(q+p\lambda^t)(1-p)+p(1-\lambda^t)q}{s}=\frac{q+p\lambda^{t}(1-p-q)}{s}=\frac{q+p\lambda^{t+1}}{s},$$

$$(P^{t+1})_{10}=\frac{q(1-\lambda^t)(1-p)+(p+q\lambda^t)q}{s}=\frac{q-q\lambda^t(1-p-q)}{s}=\frac{q(1-\lambda^{t+1})}{s}.$$

Each row of $P^{t+1}$ sums to one, which fixes the second column.

**Covariance.** Let $f$ be any observable, with values $f_0,f_1$, and let $d=f_0-f_1$. Its mean is $\mu=(qf_0+pf_1)/s$, so the centred values are $f_0-\mu=pd/s$ and $f_1-\mu=-qd/s$. The joint probability of state $i$ now and state $j$ after $t$ steps is $\pi_i(P^t)_{ij}$. Averaging the product of centred values gives

$$C(t)=\frac{d^2}{s^4}\Big[p^2q\,(q+p\lambda^t)-2p^2q^2(1-\lambda^t)+pq^2(p+q\lambda^t)\Big].$$

The terms without $\lambda^t$ are $p^2q^2-2p^2q^2+p^2q^2=0$. The coefficient of $\lambda^t$ is $p^3q+2p^2q^2+pq^3=pq\,s^2$. Hence

$$C(t)=\frac{pq\,d^2}{s^2}\,\lambda^t.$$

For an occupation indicator $d=\pm1$, which gives the stated covariance.

**Inefficiency.** If $d\ne0$, then $C(0)=pq\,d^2/s^2$ is positive and $\rho(t)=\lambda^t$. Because $0<s<2$, we have $|\lambda|<1$, and the geometric series converges:

$$\sum_{t\ge1}\lambda^t=\frac{\lambda}{1-\lambda}=\frac{1-s}{s},\qquad g=1+\frac{2(1-s)}{s}=\frac{2-s}{s}.$$

It follows that $g<1$ exactly when $2-s<s$, that is, when $p+q>1$. Rare switching with $p=q=0.1$ gives $g=9$; frequent alternation with $p=q=0.9$ gives $g=1/9$. At $p+q=1$ all correlations at positive lags vanish and $g=1$.

In simulation practice the result supplies an exact value against which an autocorrelation or blocking analysis can be compared, for data from a switch with only two states and no memory beyond the current frame.

### What the Lean definitions say

The two states are the elements of `Fin 2`. The matrix `switchMatrix p q` is $P$, with the present state labelling the row, and `w ᵥ* switchMatrix p q` is the row vector $w$ after one step. The vector `stationary p q` is $\pi$, and an observable is a function `f : Fin 2 → ℝ`.

The definition `autocov` is the double sum over present and later states used above. The Markov property and the stationary start enter here, through the joint probability $\pi_i(P^t)_{ij}$; no random trajectory is constructed. `autocorr` divides by the value at lag zero. In `inefficiency` the summation index starts at 0 and the correlation is taken at `t + 1`, so the sum runs over the positive lags. With this normalisation, uncorrelated samples have inefficiency one.

The main theorem, `occupation_autocorrelation`, takes `p` and `q` in `Set.Ioo (0 : ℝ) 1`, the open unit interval, and an arbitrary state `s` (in the code this letter is a state, not the sum $p+q$). It states three things together: the covariance formula at every lag, the summability of the correlations at positive lags, and the value of the inefficiency. The condition on $p$ and $q$ says that in either state both staying and switching are possible at each step.

The more general theorems `autocorr_eq`, `hasSum_autocorr` and `inefficiency_eq` apply to any observable with `f 0 ≠ f 1`. A constant observable has zero variance, so it has no normalised correlation to speak of.

The model has discrete time, exactly two states and fixed switching probabilities. A hidden third state and noise in assigning frames to states are not described by it. The covariance and the inefficiency are those of a stationary start, and the scatter of a correlation function estimated from a finite run is not treated here.

```lean
import Mathlib

open Matrix

namespace TwoStateSwitching

noncomputable section

/-- The transition matrix of a two-state chain that switches from state 0 to state 1 with
probability `p` and back with probability `q`. -/
def switchMatrix (p q : ℝ) : Matrix (Fin 2) (Fin 2) ℝ := !![1 - p, p; q, 1 - q]

/-- The stationary occupation probabilities of the two states. -/
def stationary (p q : ℝ) : Fin 2 → ℝ := ![q / (p + q), p / (p + q)]

/-- The stationary average of an observable `f`. -/
def mean (p q : ℝ) (f : Fin 2 → ℝ) : ℝ := ∑ i, stationary p q i * f i

/-- The stationary covariance of an observable `f` with itself `t` steps later; the joint
probability of state `i` now and state `j` then is `stationary p q i * (switchMatrix p q ^ t) i j`. -/
def autocov (p q : ℝ) (f : Fin 2 → ℝ) (t : ℕ) : ℝ :=
  ∑ i, ∑ j, stationary p q i * (switchMatrix p q ^ t) i j *
    ((f i - mean p q f) * (f j - mean p q f))

/-- The autocovariance normalised by the variance. -/
def autocorr (p q : ℝ) (f : Fin 2 → ℝ) (t : ℕ) : ℝ := autocov p q f t / autocov p q f 0

/-- The statistical inefficiency: one plus twice the sum of the correlations at positive lags. -/
def inefficiency (p q : ℝ) (f : Fin 2 → ℝ) : ℝ := 1 + 2 * ∑' t : ℕ, autocorr p q f (t + 1)

/-- The occupation indicator of state `s`. -/
def occupation (s : Fin 2) : Fin 2 → ℝ := fun i => if i = s then 1 else 0

/-- A normalised distribution is left unchanged by the switching dynamics exactly when it is
the stationary one. -/
theorem stationary_iff {p q : ℝ} (hs : p + q ≠ 0) (w : Fin 2 → ℝ) :
    (w ᵥ* switchMatrix p q = w ∧ w 0 + w 1 = 1) ↔ w = stationary p q := by
  constructor
  · rintro ⟨h, h1⟩
    -- balance of the probability flow into and out of state 0
    have h0 : w 0 * (1 - p) + w 1 * q = w 0 := by
      simpa [switchMatrix, Matrix.vecMul, dotProduct, Fin.sum_univ_two] using congrFun h 0
    funext i
    fin_cases i
    · show w 0 = q / (p + q)
      rw [eq_div_iff hs]
      linear_combination -h0 + q * h1
    · show w 1 = p / (p + q)
      rw [eq_div_iff hs]
      linear_combination h0 + p * h1
  · rintro rfl
    refine ⟨?_, ?_⟩
    · ext i
      fin_cases i <;>
        simp [switchMatrix, stationary, Matrix.vecMul, dotProduct, Fin.sum_univ_two] <;>
        field_simp <;> ring
    · show q / (p + q) + p / (p + q) = 1
      rw [← add_div, add_comm q p, div_self hs]

/-- The `t`-step transition probabilities in closed form. -/
theorem switchMatrix_pow {p q : ℝ} (hs : p + q ≠ 0) (t : ℕ) :
    switchMatrix p q ^ t =
      !![(q + p * (1 - p - q) ^ t) / (p + q), p * (1 - (1 - p - q) ^ t) / (p + q);
         q * (1 - (1 - p - q) ^ t) / (p + q), (p + q * (1 - p - q) ^ t) / (p + q)] := by
  induction t with
  | zero =>
    ext i j
    have h1 : (q + p) / (p + q) = 1 := by rw [add_comm q p, div_self hs]
    fin_cases i <;> fin_cases j <;> simp [h1, div_self hs]
  | succ t ih =>
    -- one more step multiplies the decaying part by 1 - p - q
    rw [pow_succ (switchMatrix p q) t, ih, pow_succ (1 - p - q) t]
    generalize (1 - p - q) ^ t = z
    ext i j
    fin_cases i <;> fin_cases j <;>
      simp [switchMatrix, Matrix.mul_apply, Fin.sum_univ_two] <;> field_simp <;> ring

/-- The autocovariance of any observable of the two-state chain is a pure power of
`1 - p - q` times its variance. -/
theorem autocov_eq {p q : ℝ} (hs : p + q ≠ 0) (f : Fin 2 → ℝ) (t : ℕ) :
    autocov p q f t = p * q * (f 0 - f 1) ^ 2 / (p + q) ^ 2 * (1 - p - q) ^ t := by
  unfold autocov mean
  rw [switchMatrix_pow hs]
  generalize (1 - p - q) ^ t = z
  simp [stationary, Fin.sum_univ_two]
  field_simp
  ring

/-- Every observable that distinguishes the two states has the normalised correlation
`(1 - p - q) ^ t` at lag `t`. -/
theorem autocorr_eq {p q : ℝ} (hp : 0 < p) (hq : 0 < q) {f : Fin 2 → ℝ} (hf : f 0 ≠ f 1)
    (t : ℕ) : autocorr p q f t = (1 - p - q) ^ t := by
  have hs : p + q ≠ 0 := (add_pos hp hq).ne'
  have hA : p * q * (f 0 - f 1) ^ 2 / (p + q) ^ 2 ≠ 0 :=
    div_ne_zero (mul_ne_zero (mul_ne_zero hp.ne' hq.ne') (pow_ne_zero 2 (sub_ne_zero.mpr hf)))
      (pow_ne_zero 2 hs)
  unfold autocorr
  rw [autocov_eq hs, autocov_eq hs, pow_zero, mul_one, mul_div_cancel_left₀ _ hA]

/-- For every observable that distinguishes the two states, the correlations at positive lags form a
convergent series with sum `(1 - p - q) / (p + q)`. -/
theorem hasSum_autocorr {p q : ℝ} (hp : p ∈ Set.Ioo (0 : ℝ) 1) (hq : q ∈ Set.Ioo (0 : ℝ) 1)
    {f : Fin 2 → ℝ} (hf : f 0 ≠ f 1) :
    HasSum (fun t : ℕ => autocorr p q f (t + 1)) ((1 - p - q) / (p + q)) := by
  obtain ⟨hp0, hp1⟩ := hp
  obtain ⟨hq0, hq1⟩ := hq
  have hr : |1 - p - q| < 1 := abs_lt.mpr ⟨by linarith, by linarith⟩
  -- a geometric series without its first term
  have h := (hasSum_geometric_of_abs_lt_one hr).mul_left (1 - p - q)
  rw [show 1 - (1 - p - q) = p + q by ring, ← div_eq_mul_inv] at h
  have hfun : (fun t : ℕ => autocorr p q f (t + 1)) =
      fun t : ℕ => (1 - p - q) * (1 - p - q) ^ t := by
    funext t
    rw [autocorr_eq hp0 hq0 hf, pow_succ']
  rw [hfun]
  exact h

/-- Every observable that distinguishes the two states has statistical inefficiency
`(2 - p - q) / (p + q)`. -/
theorem inefficiency_eq {p q : ℝ} (hp : p ∈ Set.Ioo (0 : ℝ) 1) (hq : q ∈ Set.Ioo (0 : ℝ) 1)
    {f : Fin 2 → ℝ} (hf : f 0 ≠ f 1) :
    inefficiency p q f = (2 - p - q) / (p + q) := by
  have hs : p + q ≠ 0 := (add_pos hp.1 hq.1).ne'
  unfold inefficiency
  rw [(hasSum_autocorr hp hq hf).tsum_eq]
  field_simp
  ring

/-- For the occupation indicator of either state, the lag-`t` covariance is
`p q (1 - p - q) ^ t / (p + q) ^ 2`, the correlations are summable, and the statistical
inefficiency is `(2 - p - q) / (p + q)`. -/
theorem occupation_autocorrelation {p q : ℝ} (hp : p ∈ Set.Ioo (0 : ℝ) 1)
    (hq : q ∈ Set.Ioo (0 : ℝ) 1) (s : Fin 2) :
    (∀ t, autocov p q (occupation s) t = p * q * (1 - p - q) ^ t / (p + q) ^ 2) ∧
    Summable (fun t : ℕ => autocorr p q (occupation s) (t + 1)) ∧
    inefficiency p q (occupation s) = (2 - p - q) / (p + q) := by
  have hf : occupation s 0 ≠ occupation s 1 := by
    fin_cases s <;> simp [occupation]
  -- the indicator jumps by one unit between the states
  have hd : (occupation s 0 - occupation s 1) ^ 2 = 1 := by
    fin_cases s <;> simp [occupation]
  refine ⟨fun t => ?_, (hasSum_autocorr hp hq hf).summable, inefficiency_eq hp hq hf⟩
  rw [autocov_eq (add_pos hp.1 hq.1).ne', hd]
  ring

/-- The statistical inefficiency of an occupation indicator is below one exactly when the
switching probabilities add up to more than one. -/
theorem inefficiency_lt_one_iff {p q : ℝ} (hp : p ∈ Set.Ioo (0 : ℝ) 1)
    (hq : q ∈ Set.Ioo (0 : ℝ) 1) (s : Fin 2) :
    inefficiency p q (occupation s) < 1 ↔ 1 < p + q := by
  rw [(occupation_autocorrelation hp hq s).2.2, div_lt_one (add_pos hp.1 hq.1)]
  constructor <;> intro h <;> linarith

end

end TwoStateSwitching
```

```lean
#print axioms TwoStateSwitching.stationary_iff
#print axioms TwoStateSwitching.inefficiency_lt_one_iff
```

```
'TwoStateSwitching.stationary_iff' depends on axioms: [propext, Classical.choice, Quot.sound]
'TwoStateSwitching.inefficiency_lt_one_iff' depends on axioms: [propext, Classical.choice, Quot.sound]
```

### How the proof follows the calculation

`stationary_iff` proves both directions of the statement about the stationary law. From left to right, `h0` is the first component of the stationarity equation and `h1` is the normalisation. The `linear_combination` calls state which multiples of these two equations yield $w_0(p+q)=q$ and $w_1(p+q)=p$. Non-negativity of `w` is not needed as an assumption. The later theorems do not use this one; it justifies the name `stationary`.

`switchMatrix_pow` is the induction for $P^t$. The rewrite with `pow_succ` splits off one factor of $P$ on the right, and `ih` inserts the formula at `t`. Then `generalize` replaces $\lambda^t$ by a plain variable `z`, since nothing in the step depends on its being a power. What remains is one rational identity for each of the four entries, which `field_simp` and `ring` settle by clearing denominators and comparing polynomials.

`autocov_eq` inserts this closed form into the double sum and treats $\lambda^t$ in the same way. The final `ring` performs the cancellation of the constant terms and the collection of $pq\,s^2$. Only `p + q ≠ 0` is assumed, because the identity is algebraic.

`autocorr_eq` needs more: the prefactor must be non-zero before it can be cancelled. The statement `hA` obtains this from $p>0$, $q>0$ and `f 0 ≠ f 1`. `hasSum_autocorr` then derives $|\lambda|<1$ from the bounds on $p$ and $q$ and sums the series, and `inefficiency_eq` does the remaining arithmetic, $1+2(1-s)/s=(2-s)/s$.

For the main theorem, a check of the two possible states shows that the indicator takes different values in them (`hf`) and that the squared difference is one (`hd`). The general results then supply all three parts. `inefficiency_lt_one_iff` rewrites the inefficiency by its value and multiplies through by the positive number $p+q$.

### Convergence and value in one `HasSum`

The treatment of the infinite sum turns on Mathlib's `HasSum`. For a real series, `HasSum u a` says that the sums of `u` over finite sets of indices approach `a` as the sets grow to include every index. It is therefore a statement about a limit, with the limit named.

The proof starts from `hasSum_geometric_of_abs_lt_one`, which says that the powers $\lambda^t$, from $t=0$ on, have sum $(1-\lambda)^{-1}$. Applying `mul_left` multiplies every term and the sum by $\lambda$, which turns the series into $\lambda,\lambda^2,\lambda^3,\dots$ with sum $\lambda/(1-\lambda)$. This is the removal of the lag-zero term.

Two consequences are drawn from the result: `.summable` gives the convergence stated in the main theorem, and `.tsum_eq` gives the number that replaces `∑'` in the inefficiency. The first matters because `∑'` is defined for every series and returns 0 when the series is not summable. At $p=q=1$, for instance, the correlations alternate between $-1$ and $1$, and the definition of `inefficiency` would return 1, whereas the formula gives 0.

### Inefficiency as a limit of variances

The inefficiency can also be defined through the error of a time average. Let $\bar f_N$ be the average of $f$ over $N$ successive frames of the stationary chain, and set

$$g_N=\frac{N\,\mathrm{Var}(\bar f_N)}{C(0)}=1+2\sum_{t=1}^{N-1}\Big(1-\frac tN\Big)\rho(t),$$

with $g$ as the limit for large $N$. This version expresses directly how many correlated frames are worth one independent frame. For $\rho(t)=\lambda^t$ the sum can be evaluated:

$$g_N=\frac{1+\lambda}{1-\lambda}-\frac{2\lambda(1-\lambda^N)}{N(1-\lambda)^2}.$$

For $|\lambda|<1$ the second term vanishes as $N$ grows, and the limit is again $(2-p-q)/(p+q)$. At $N=1$ the expression equals 1, as it should for a single frame.

A formalisation along these lines would need the variance of a time average, and hence the joint law of many frames or at least of all pairs, together with a limit in $N$ in place of a series. In return it would cover the strictly alternating chain $p=q=1$, where the series of correlations diverges but $g_N$ tends to 0. The Lean file works with the series definition, and this comparison with time averages is an informal addition to it.
